# An antisymmetric two-electron matrix is invariant under all spin rotations exactly when it is a symmetric spatial matrix times the singlet spin function

## Does spin invariance alone force the product form?

I describe a pure state of two electrons by its coefficient matrix C, with one row for each spin-orbital of the first electron and one column for each spin-orbital of the second. A spin-orbital is an orbital i together with a spin a, and exchange antisymmetry reads Cᵀ = −C. Textbooks say that a two-electron singlet is a symmetric spatial function times the antisymmetric spin function. I would like to see this derived from invariance under spin rotations, for any finite set of orbitals and without assuming the product form at the start. Can it be stated rigorously and checked by machine in Lean 4 with Mathlib?

## Two half turns are enough

Yes. The choice that fixes the statement is how a rotation acts on C. Since C holds the coefficients of a two-electron state and is not an operator, both of its indices transform in the same way, and the second factor is a transpose and not an adjoint:

C ↦ (1⊗v) C (1⊗v)ᵀ

Here v is a 2×2 spin matrix and 1 is the identity on the orbitals. With spin up numbered 0 and spin down numbered 1, the antisymmetric spin function is the matrix

ε = [[0, 1], [−1, 0]]

The claim is that an antisymmetric C is unchanged for every v in SU(2) if and only if C = S⊗ε with Sᵀ = S.

### From the product form to invariance

Write C(i,a; j,b) for the entry with first electron in (i,a) and second in (j,b). The rotated entry is

C′(i,a; j,b) = Σ(c,d) v(a,c) v(b,d) C(i,c; j,d)

For C = S⊗ε the orbital factor S(i,j) comes out of the sum, and what remains is the matrix v ε vᵀ. Its four entries are

(0,0): v(0,0) v(0,1) − v(0,1) v(0,0) = 0

(0,1): v(0,0) v(1,1) − v(0,1) v(1,0) = det v

(1,0): v(1,0) v(0,1) − v(1,1) v(0,0) = −det v

(1,1): v(1,0) v(1,1) − v(1,1) v(1,0) = 0

So v ε vᵀ = (det v) ε. Every v in SU(2) has determinant 1, and C is unchanged.

### From invariance to the product form

Take first the half turn about z, v = diag(i, −i), where i is the imaginary unit. It multiplies the up-up entries by i² = −1 and the down-down entries by (−i)² = −1. Invariance then gives

C(i,0; j,0) = −C(i,0; j,0), hence C(i,0; j,0) = 0

C(i,1; j,1) = −C(i,1; j,1), hence C(i,1; j,1) = 0

The mixed entries are multiplied by i·(−i) = 1, so this rotation says nothing about them. The half turn about y does. Its matrix is exp(iπσy/2) = iσy, which is ε itself, now in the role of a rotation. It gives

C(i,0; j,1) = ε(0,1) ε(1,0) C(i,1; j,0) = −C(i,1; j,0)

Define S(i,j) = C(i,0; j,1). The four spin blocks of C are then 0, S, −S and 0, which is C = S⊗ε.

Antisymmetry has not been used so far. It enters now, through the mixed entries:

C(j,1; i,0) = −C(i,0; j,1), that is, −S(j,i) = −S(i,j)

So S is symmetric.

### The same result from total spin

An infinitesimal version replaces rotations by a one-electron spin operator s, summed over both electrons:

C ↦ (1⊗s) C + C (1⊗s)ᵀ

On S⊗ε the spin factor becomes s ε + ε sᵀ. Its diagonal entries cancel, and its mixed entries are ±(s(0,0) + s(1,1)), so

s ε + ε sᵀ = (tr s) ε

The Pauli matrices are traceless, so for each of them this map sends S⊗ε to zero. Conversely, if the map with s = σz sends C to zero, its up-up and down-down entries give

2 C(i,0; j,0) = 0 and −2 C(i,1; j,1) = 0

If the map with s = σx sends C to zero as well, its up-up entry gives

C(i,1; j,0) + C(i,0; j,1) = 0

These are the same block relations as before, and the rest of the argument is unchanged.

### The Lean file

```lean
import Mathlib

open Matrix
open scoped Kronecker

namespace SingletFactorisation

noncomputable section

/-- The antisymmetric spin function of two electrons, as a matrix in the two spin indices. -/
def eps : Matrix (Fin 2) (Fin 2) ℂ := !![0, 1; -1, 0]

/-- The spin rotation by a half turn about the z axis. -/
def halfTurnZ : Matrix (Fin 2) (Fin 2) ℂ := !![Complex.I, 0; 0, -Complex.I]

/-- The Pauli matrix for the z direction. -/
def sigmaZ : Matrix (Fin 2) (Fin 2) ℂ := !![1, 0; 0, -1]

/-- The Pauli matrix for the x direction. -/
def sigmaX : Matrix (Fin 2) (Fin 2) ℂ := !![0, 1; 1, 0]

variable {n : Type*}

/-- The up-down block of a pair matrix: first electron spin up, second electron spin down. -/
def spatialPart (C : Matrix (n × Fin 2) (n × Fin 2) ℂ) : Matrix n n ℂ :=
  Matrix.of fun i j => C (i, 0) (j, 1)

/-- The four entries of the antisymmetric spin function. -/
theorem eps_entries : eps 0 0 = 0 ∧ eps 0 1 = 1 ∧ eps 1 0 = -1 ∧ eps 1 1 = 0 := by
  simp [eps]

/-- A product of a spatial matrix with the antisymmetric spin function is antisymmetric under
exchange of the electrons exactly when the spatial matrix is symmetric. -/
theorem antisymmetric_iff_spatial_symmetric (S : Matrix n n ℂ) :
    (S ⊗ₖ eps)ᵀ = -(S ⊗ₖ eps) ↔ Sᵀ = S := by
  constructor
  · intro h
    ext i j
    have h1 := congrFun (congrFun h (i, 0)) (j, 1)
    simp only [Matrix.transpose_apply, Matrix.neg_apply, Matrix.kroneckerMap_apply,
      eps_entries] at h1
    rw [Matrix.transpose_apply]
    linear_combination -h1
  · intro h
    ext ⟨i, a⟩ ⟨j, b⟩
    have hs : S j i = S i j := congrFun (congrFun h i) j
    revert a b
    simp only [Fin.forall_fin_two, Matrix.transpose_apply, Matrix.neg_apply,
      Matrix.kroneckerMap_apply, eps_entries]
    refine ⟨⟨?_, ?_⟩, ?_, ?_⟩
    · ring
    · linear_combination -hs
    · linear_combination hs
    · ring

/-- If the equal-spin blocks of a pair matrix vanish and its two mixed blocks are opposite, the
matrix is its up-down block times the antisymmetric spin function. -/
theorem factorises_of_blocks (C : Matrix (n × Fin 2) (n × Fin 2) ℂ)
    (h00 : ∀ i j, C (i, 0) (j, 0) = 0) (h11 : ∀ i j, C (i, 1) (j, 1) = 0)
    (h10 : ∀ i j, C (i, 1) (j, 0) = -C (i, 0) (j, 1)) :
    C = spatialPart C ⊗ₖ eps := by
  ext ⟨i, a⟩ ⟨j, b⟩
  revert a b
  simp only [Fin.forall_fin_two, Matrix.kroneckerMap_apply, eps_entries, spatialPart,
    Matrix.of_apply]
  refine ⟨⟨?_, ?_⟩, ?_, ?_⟩
  · linear_combination h00 i j
  · ring
  · linear_combination h10 i j
  · linear_combination h11 i j

variable [Fintype n] [DecidableEq n]

/-- The pair matrix after the same spin transformation `v` has acted on both electrons. -/
def rotatePair (v : Matrix (Fin 2) (Fin 2) ℂ) (C : Matrix (n × Fin 2) (n × Fin 2) ℂ) :
    Matrix (n × Fin 2) (n × Fin 2) ℂ :=
  ((1 : Matrix n n ℂ) ⊗ₖ v) * C * ((1 : Matrix n n ℂ) ⊗ₖ v)ᵀ

/-- The action on a pair matrix of the one-electron spin operator `s`, summed over both
electrons. -/
def pairSpin (s : Matrix (Fin 2) (Fin 2) ℂ) (C : Matrix (n × Fin 2) (n × Fin 2) ℂ) :
    Matrix (n × Fin 2) (n × Fin 2) ℂ :=
  ((1 : Matrix n n ℂ) ⊗ₖ s) * C + C * ((1 : Matrix n n ℂ) ⊗ₖ s)ᵀ

/-- A spin operator acting on the first or on the second electron mixes the two spin components
of that electron and leaves its orbital alone. -/
theorem spin_apply (v : Matrix (Fin 2) (Fin 2) ℂ) (C : Matrix (n × Fin 2) (n × Fin 2) ℂ)
    (i : n) (a : Fin 2) (q : n × Fin 2) :
    (((1 : Matrix n n ℂ) ⊗ₖ v) * C) (i, a) q = v a 0 * C (i, 0) q + v a 1 * C (i, 1) q ∧
    (C * ((1 : Matrix n n ℂ) ⊗ₖ v)ᵀ) q (i, a) = C q (i, 0) * v a 0 + C q (i, 1) * v a 1 := by
  constructor <;>
  simp [Matrix.mul_apply, Fintype.sum_prod_type, Fin.sum_univ_two, Matrix.one_apply,
    Matrix.kroneckerMap_apply]

/-- A spin transformation of both electrons multiplies a spatial matrix times the antisymmetric
spin function by the determinant of the transformation. -/
theorem rotatePair_singlet (v : Matrix (Fin 2) (Fin 2) ℂ) (S : Matrix n n ℂ) :
    rotatePair v (S ⊗ₖ eps) = v.det • (S ⊗ₖ eps) := by
  ext ⟨i, a⟩ ⟨j, b⟩
  revert a b
  simp only [Fin.forall_fin_two, rotatePair, spin_apply, Matrix.smul_apply, smul_eq_mul,
    Matrix.kroneckerMap_apply, eps_entries, Matrix.det_fin_two]
  refine ⟨⟨?_, ?_⟩, ?_, ?_⟩ <;> ring

/-- A one-electron spin operator summed over both electrons multiplies a spatial matrix times the
antisymmetric spin function by the trace of the operator. -/
theorem pairSpin_singlet (s : Matrix (Fin 2) (Fin 2) ℂ) (S : Matrix n n ℂ) :
    pairSpin s (S ⊗ₖ eps) = s.trace • (S ⊗ₖ eps) := by
  ext ⟨i, a⟩ ⟨j, b⟩
  revert a b
  simp only [Fin.forall_fin_two, pairSpin, Matrix.add_apply, spin_apply, Matrix.smul_apply,
    smul_eq_mul, Matrix.kroneckerMap_apply, eps_entries, Matrix.trace_fin_two]
  refine ⟨⟨?_, ?_⟩, ?_, ?_⟩ <;> ring

/-- A pair matrix unchanged by the half turns of both spins about z and about y is its up-down
block times the antisymmetric spin function. -/
theorem factorises_of_half_turns (C : Matrix (n × Fin 2) (n × Fin 2) ℂ)
    (hz : rotatePair halfTurnZ C = C) (hy : rotatePair eps C = C) :
    C = spatialPart C ⊗ₖ eps := by
  have e : halfTurnZ 0 0 = Complex.I ∧ halfTurnZ 0 1 = 0 ∧ halfTurnZ 1 0 = 0 ∧
      halfTurnZ 1 1 = -Complex.I := by simp [halfTurnZ]
  apply factorises_of_blocks
  -- the half turn about z reverses the sign of the equal-spin blocks
  · intro i j
    have h := congrFun (congrFun hz (i, 0)) (j, 0)
    simp only [rotatePair, spin_apply, e] at h
    linear_combination (-1 / 2) * h + (1 / 2) * C (i, 0) (j, 0) * Complex.I_sq
  · intro i j
    have h := congrFun (congrFun hz (i, 1)) (j, 1)
    simp only [rotatePair, spin_apply, e] at h
    linear_combination (-1 / 2) * h + (1 / 2) * C (i, 1) (j, 1) * Complex.I_sq
  -- the half turn about y exchanges the mixed blocks with a change of sign
  · intro i j
    have h := congrFun (congrFun hy (i, 0)) (j, 1)
    simp only [rotatePair, spin_apply, eps_entries] at h
    linear_combination -h

/-- An antisymmetric two-electron matrix is unchanged by every SU(2) rotation of both spins if and
only if it is a symmetric spatial matrix times the antisymmetric spin function. -/
theorem spin_invariant_iff_factorises (C : Matrix (n × Fin 2) (n × Fin 2) ℂ) (hC : Cᵀ = -C) :
    (∀ v ∈ Matrix.specialUnitaryGroup (Fin 2) ℂ, rotatePair v C = C) ↔
      ∃ S : Matrix n n ℂ, Sᵀ = S ∧ C = S ⊗ₖ eps := by
  constructor
  · intro h
    -- both half turns belong to SU(2)
    have mz : halfTurnZ ∈ Matrix.specialUnitaryGroup (Fin 2) ℂ := by
      refine Matrix.mem_specialUnitaryGroup_iff.2 ⟨Matrix.mem_unitaryGroup_iff.2 ?_, ?_⟩
      · ext i j
        fin_cases i <;> fin_cases j <;>
          simp [halfTurnZ, Matrix.mul_apply, Fin.sum_univ_two, Matrix.star_apply]
      · simp [halfTurnZ, Matrix.det_fin_two]
    have my : eps ∈ Matrix.specialUnitaryGroup (Fin 2) ℂ := by
      refine Matrix.mem_specialUnitaryGroup_iff.2 ⟨Matrix.mem_unitaryGroup_iff.2 ?_, ?_⟩
      · ext i j
        fin_cases i <;> fin_cases j <;>
          simp [eps, Matrix.mul_apply, Fin.sum_univ_two, Matrix.star_apply]
      · simp [eps, Matrix.det_fin_two]
    have hf := factorises_of_half_turns C (h _ mz) (h _ my)
    refine ⟨spatialPart C, (antisymmetric_iff_spatial_symmetric _).1 ?_, hf⟩
    rw [← hf]
    exact hC
  · rintro ⟨S, _, rfl⟩ v hv
    rw [rotatePair_singlet, (Matrix.mem_specialUnitaryGroup_iff.1 hv).2, one_smul]

/-- An antisymmetric two-electron matrix is annihilated by the z and x components of the total spin
if and only if it is a symmetric spatial matrix times the antisymmetric spin function. -/
theorem total_spin_zero_iff_factorises (C : Matrix (n × Fin 2) (n × Fin 2) ℂ) (hC : Cᵀ = -C) :
    (pairSpin sigmaZ C = 0 ∧ pairSpin sigmaX C = 0) ↔
      ∃ S : Matrix n n ℂ, Sᵀ = S ∧ C = S ⊗ₖ eps := by
  constructor
  · rintro ⟨hz, hx⟩
    have ez : sigmaZ 0 0 = 1 ∧ sigmaZ 0 1 = 0 ∧ sigmaZ 1 0 = 0 ∧ sigmaZ 1 1 = -1 := by
      simp [sigmaZ]
    have ex : sigmaX 0 0 = 0 ∧ sigmaX 0 1 = 1 := by simp [sigmaX]
    have hf : C = spatialPart C ⊗ₖ eps := by
      apply factorises_of_blocks
      · intro i j
        have h := congrFun (congrFun hz (i, 0)) (j, 0)
        simp only [pairSpin, Matrix.add_apply, spin_apply, ez, Matrix.zero_apply] at h
        linear_combination (1 / 2) * h
      · intro i j
        have h := congrFun (congrFun hz (i, 1)) (j, 1)
        simp only [pairSpin, Matrix.add_apply, spin_apply, ez, Matrix.zero_apply] at h
        linear_combination (-1 / 2) * h
      · intro i j
        have h := congrFun (congrFun hx (i, 0)) (j, 0)
        simp only [pairSpin, Matrix.add_apply, spin_apply, ex, Matrix.zero_apply] at h
        linear_combination h
    refine ⟨spatialPart C, (antisymmetric_iff_spatial_symmetric _).1 ?_, hf⟩
    rw [← hf]
    exact hC
  · rintro ⟨S, _, rfl⟩
    constructor <;> rw [pairSpin_singlet] <;> simp [sigmaZ, sigmaX, Matrix.trace_fin_two]

/-- For two orbitals, the antisymmetric spatial matrix times the spin matrix `sigmaX` is an
antisymmetric pair annihilated by the z component of the total spin, yet it is not of the form
spatial matrix times antisymmetric spin function. -/
theorem z_component_alone_insufficient :
    (eps ⊗ₖ sigmaX)ᵀ = -(eps ⊗ₖ sigmaX) ∧ pairSpin sigmaZ (eps ⊗ₖ sigmaX) = 0 ∧
      ¬ ∃ S : Matrix (Fin 2) (Fin 2) ℂ, eps ⊗ₖ sigmaX = S ⊗ₖ eps := by
  refine ⟨?_, ?_, ?_⟩
  · ext ⟨i, a⟩ ⟨j, b⟩
    fin_cases i <;> fin_cases a <;> fin_cases j <;> fin_cases b <;> simp [eps, sigmaX]
  · ext ⟨i, a⟩ ⟨j, b⟩
    simp only [pairSpin, Matrix.add_apply, spin_apply, Matrix.kroneckerMap_apply]
    fin_cases a <;> fin_cases b <;> simp [sigmaZ, sigmaX]
  · rintro ⟨S, h⟩
    have ex : sigmaX 0 1 = 1 ∧ sigmaX 1 0 = 1 := by simp [sigmaX]
    -- the two mixed blocks are equal on the left and opposite on the right
    have h1 := congrFun (congrFun h (0, 0)) (1, 1)
    have h2 := congrFun (congrFun h (0, 1)) (1, 0)
    simp only [Matrix.kroneckerMap_apply, eps_entries, ex] at h1 h2
    have h3 : (2 : ℂ) = 0 := by linear_combination h1 + h2
    norm_num at h3

end

end SingletFactorisation
```

```lean
#print axioms SingletFactorisation.antisymmetric_iff_spatial_symmetric
#print axioms SingletFactorisation.spin_invariant_iff_factorises
#print axioms SingletFactorisation.total_spin_zero_iff_factorises
#print axioms SingletFactorisation.z_component_alone_insufficient
```

```
'SingletFactorisation.antisymmetric_iff_spatial_symmetric' depends on axioms: [propext, Classical.choice, Quot.sound]
'SingletFactorisation.spin_invariant_iff_factorises' depends on axioms: [propext, Classical.choice, Quot.sound]
'SingletFactorisation.total_spin_zero_iff_factorises' depends on axioms: [propext, Classical.choice, Quot.sound]
'SingletFactorisation.z_component_alone_insufficient' depends on axioms: [propext, Classical.choice, Quot.sound]
```

### What the theorems say

The main theorem is `spin_invariant_iff_factorises`. The type `n` is the set of orbitals, any finite type, and `n × Fin 2` is the set of spin-orbitals. The hypothesis `hC : Cᵀ = -C` is the Pauli principle for two electrons. `rotatePair v C` is the simultaneous rotation of both spins, and `Matrix.specialUnitaryGroup (Fin 2) ℂ` is SU(2). The right-hand side says that some `S` exists with `Sᵀ = S` and `C = S ⊗ₖ eps`, where `⊗ₖ` is the Kronecker product.

`total_spin_zero_iff_factorises` has the same right-hand side, with annihilation by the z and x components of total spin on the left. The theorem applies `pairSpin` to Pauli matrices, so the physical factor ħ/2 is left out; it makes no difference to a condition of the form "equals zero".

Invariance means that the matrix C itself is unchanged, not merely unchanged up to a phase. For the two half turns this matters: the triplet matrix ε⊗σx of the last section is unchanged by the half turn about z and changes sign under the one about y, so as a physical state it is the same after either. C is not assumed to be normalised, and C = 0 is allowed. In an orthonormal basis a normalised singlet has 2 Σ|S(i,j)|² = 1, so the normalised spin factor is ε/√2 and the normalised spatial factor is √2 S.

The factorisation separates space from spin. It does not make S a product of two orbitals: a correlated singlet has a symmetric S of higher rank. The setting is a finite orbital basis with the same spatial orbitals for both spins, and no Hamiltonian appears. In electronic-structure work on exactly two electrons in such a basis of M orbitals, the result means that a singlet can be stored as M(M+1)/2 spatial coefficients instead of the M(2M−1) of a general antisymmetric C.

### How the proof follows the derivation

`spin_apply` writes out the action of 1⊗v from the left and of its transpose from the right. Each is a sum of two terms, because the orbital identity removes the sum over orbitals. All later calculations with entries of `rotatePair v C` or `pairSpin s C` rest on it.

`rotatePair_singlet` and `pairSpin_singlet` are the determinant and trace identities. Both split the matrix equation into its four spin blocks and leave each to `ring`. They hold for every 2×2 matrix, unitary or not, and for every S, symmetric or not.

`factorises_of_blocks` assembles C from `spatialPart C`, the up-down block, once the block relations are known. `factorises_of_half_turns` obtains those relations from the two rotations. There `congrFun` reads off one entry of the matrix equation, and `linear_combination` solves it for the entry wanted, with `Complex.I_sq` supplying i² = −1.

`antisymmetric_iff_spatial_symmetric` translates between antisymmetry of the product and symmetry of S. In the main theorem, the forward direction checks that both half turns are unitary with determinant 1, applies the invariance hypothesis to them, and then uses this lemma. The backward direction is the determinant identity with det v = 1. The total-spin theorem has the same structure, with entries of the σz and σx equations in place of the half turns.

### One orbital, and two ways to lose the result

With a single orbital, S is one number c, and every antisymmetric C is already

C = c ε

Both sides of the equivalence then hold for every antisymmetric C. Two electrons in the same orbital have only the singlet available, with |c| = 1/√2 after normalisation.

With two orbitals the antisymmetry hypothesis matters. Let the spatial matrix also be ε and take

C = ε⊗ε

By the determinant identity this C is invariant under all of SU(2). Its up-down block fixes S = ε, which is not symmetric, so the equivalence fails. This C is symmetric under exchange of the particles and therefore does not describe electrons.

The condition on total spin cannot be weakened to its z component either. The theorem `z_component_alone_insufficient` takes

C = ε⊗σx

This is antisymmetric and annihilated by the z component, but its two mixed blocks are equal where those of S⊗ε are opposite. Divided by 2 it is the normalised triplet state with zero spin projection along z. A vanishing z component therefore does not identify a singlet, even for two electrons in two orbitals.
